# Enlarging a finite, linearly independent basis never shortens a fixed combination of the old functions' duals

Let S be a complex positive definite overlap matrix and A any set of its indices. Write M_AA for the block of a matrix M with rows and columns in A. Then the matrix

(S⁻¹)_AA − (S_AA)⁻¹

is positive semidefinite. Consequently, if a basis grows from the functions in A to a larger finite, linearly independent set, a combination of the dual functions of A with fixed coefficients keeps its length or becomes longer.

In a non-orthogonal basis, such as a set of atomic orbitals, the coefficient of a state on one basis function is its inner product with the corresponding dual function. That dual function depends on the whole basis, so it can change when other functions are added. For a finite, linearly independent basis, its length is also the largest modulus that this coefficient can have for a normalised state in the span, by the Cauchy–Schwarz inequality. The result therefore bears on how large orbital coefficients can become as a basis set is extended.

## Blocks of the overlap matrix

```lean
import Mathlib

open Matrix
open scoped ComplexOrder

namespace InverseOverlap

noncomputable section

variable {n : Type*} [Fintype n] [DecidableEq n]
variable {H : Type*} [NormedAddCommGroup H] [InnerProductSpace ℂ H]
```

The type `n` labels the basis functions and is finite. `H` is a complex inner product space, which plays the part of the space of wavefunctions.

```lean
/-- The principal block `M_AA` of a matrix, with rows and columns in the index set `A`. -/
def subBlock (M : Matrix n n ℂ) (A : Finset n) : Matrix A A ℂ :=
  M.submatrix (fun a : A => (a : n)) (fun a : A => (a : n))
```

`subBlock M A` is M_AA. A `Finset n` is a finite set of labels. When `A` appears where a type is expected, as in `Matrix A A ℂ`, it stands for the labels belonging to that set, and `(a : n)` reads such a label as a label of the full basis. The set may be empty.

```lean
/-- The selection matrix of `A`: its columns are the unit vectors with index in `A`. -/
def sel (A : Finset n) : Matrix n A ℂ :=
  (1 : Matrix n n ℂ).submatrix id (fun a : A => (a : n))
```

`sel A` is a rectangular matrix, written E below, with entries E_ia = δ_ia for i in the full basis and a in A. Multiplying a coefficient vector on A by E pads it with zeros outside A.

```lean
/-- The change in the expansion coefficients of the dual functions of `A` when the basis grows
from `A` to all indices, for an overlap matrix `S` with `S` and `S_AA` invertible. -/
def dualShift (S : Matrix n n ℂ) (A : Finset n) : Matrix n A ℂ :=
  S⁻¹ * sel A - sel A * (subBlock S A)⁻¹
```

This is the matrix

D = S⁻¹E − E(S_AA)⁻¹.

Column a of the first term holds the expansion coefficients of the dual function of a in the full basis. Column a of the second holds those of its dual function in the smaller basis, padded with zeros. Column a of D thus holds the coefficients of the change in the dual function when the basis grows.

```lean
/-- The principal block `M_AA` equals `Eᴴ * M * E`, where `E` is the selection matrix of `A`. -/
theorem subBlock_eq (M : Matrix n n ℂ) (A : Finset n) :
    subBlock M A = (sel A)ᴴ * M * sel A := by
  have h : (sel A)ᴴ = (1 : Matrix n n ℂ).submatrix (fun a : A => (a : n)) id := by
    rw [sel, conjTranspose_submatrix, conjTranspose_one]
  rw [h]
  ext a b
  simp [subBlock, sel, Matrix.mul_apply, Matrix.one_apply]
```

A Lean theorem gives a name, then its assumptions, then the statement after a colon, and the proof after `:=`. This one says M_AA = EᴴME, where ᴴ is the conjugate transpose. By hand,

(EᴴME)_ab = Σ_ij δ_ia M_ij δ_jb = M_ab.

The proof first writes Eᴴ as a selection of rows of the unit matrix. Then `ext a b` reduces the matrix equation to its entries, and `simp` collapses the sums over Kronecker deltas.

```lean
/-- Part of a basis with positive definite overlap matrix again has a positive definite
overlap matrix. -/
theorem subBlock_posDef {S : Matrix n n ℂ} (hS : S.PosDef) (A : Finset n) :
    (subBlock S A).PosDef := by
  have hE : (sel A)ᴴ * sel A = 1 := by
    have h := subBlock_eq 1 A
    rw [Matrix.mul_one] at h
    rw [← h]
    exact Matrix.submatrix_one _ Subtype.val_injective
  refine Matrix.posDef_iff_dotProduct_mulVec.mpr ⟨hS.isHermitian.submatrix _, ?_⟩
  intro c hc
  have hne : sel A *ᵥ c ≠ 0 := by
    intro h
    apply hc
    calc c = ((sel A)ᴴ * sel A) *ᵥ c := by rw [hE, Matrix.one_mulVec]
      _ = 0 := by rw [← Matrix.mulVec_mulVec, h, Matrix.mulVec_zero]
  have h := hS.dotProduct_mulVec_pos hne
  rw [Matrix.star_mulVec, ← Matrix.dotProduct_mulVec, Matrix.mulVec_mulVec,
    Matrix.mulVec_mulVec] at h
  rw [subBlock_eq]
  exact h
```

The assumption `hS : S.PosDef` says that S is Hermitian and that xᴴSx > 0 for every nonzero vector x. The claim is that S_AA has the same property.

Setting M = 1 in the previous theorem gives EᴴE = 1, which is `hE`. If c is a nonzero vector on A, then Ec is nonzero, since Ec = 0 would give c = EᴴEc = 0; this is `hne`. Hence

cᴴ S_AA c = (Ec)ᴴ S (Ec) > 0.

In the code, `*ᵥ` is a matrix acting on a vector and `⬝ᵥ` is the sum of products of components, without conjugation. The rewriting at the end moves E from the vectors to the matrix, where `subBlock_eq` recognises the block.

## The difference as an overlap matrix

```lean
/-- For positive definite `S`, the difference `(S⁻¹)_AA - (S_AA)⁻¹` is the overlap matrix of the
changes in the dual functions. -/
theorem excess_eq {S : Matrix n n ℂ} (hS : S.PosDef) (A : Finset n) :
    subBlock S⁻¹ A - (subBlock S A)⁻¹ = (dualShift S A)ᴴ * S * dualShift S A := by
  have hB := subBlock_posDef hS A
  have hST : S * S⁻¹ = 1 := Matrix.mul_nonsing_inv _ hS.det_pos.ne'.isUnit
  have hTS : S⁻¹ * S = 1 := Matrix.nonsing_inv_mul _ hS.det_pos.ne'.isUnit
  have hKM : (subBlock S A)⁻¹ * subBlock S A = 1 :=
    Matrix.nonsing_inv_mul _ hB.det_pos.ne'.isUnit
  have hT : (S⁻¹)ᴴ = S⁻¹ := by rw [conjTranspose_nonsing_inv, hS.isHermitian.eq]
  have hK : ((subBlock S A)⁻¹)ᴴ = (subBlock S A)⁻¹ := by
    rw [conjTranspose_nonsing_inv, hB.isHermitian.eq]
  have hM := (subBlock_eq S A).symm
  have hE : (sel A)ᴴ * sel A = 1 := by
    have h := subBlock_eq 1 A
    rw [Matrix.mul_one] at h
    rw [← h]
    exact Matrix.submatrix_one _ Subtype.val_injective
  have h1 : S * dualShift S A = sel A - S * sel A * (subBlock S A)⁻¹ := by
    rw [dualShift, Matrix.mul_sub, ← Matrix.mul_assoc, hST, Matrix.one_mul, ← Matrix.mul_assoc]
  have h2 : (dualShift S A)ᴴ = (sel A)ᴴ * S⁻¹ - (subBlock S A)⁻¹ * (sel A)ᴴ := by
    rw [dualShift, conjTranspose_sub, conjTranspose_mul, conjTranspose_mul, hT, hK]
  rw [Matrix.mul_assoc, h1, h2, subBlock_eq S⁻¹ A]
  generalize (subBlock S A)⁻¹ = K at *
  -- expand the product and contract each of the four terms
  have h3 : ((sel A)ᴴ * S⁻¹ - K * (sel A)ᴴ) * (sel A - S * sel A * K)
      = (sel A)ᴴ * S⁻¹ * sel A - (sel A)ᴴ * (S⁻¹ * S) * sel A * K
        - K * ((sel A)ᴴ * sel A) + K * ((sel A)ᴴ * S * sel A) * K := by
    simp only [Matrix.mul_sub, Matrix.sub_mul, Matrix.mul_assoc]
    abel
  rw [h3, hTS, hM, hKM, Matrix.mul_one, hE, Matrix.one_mul, Matrix.mul_one]
  abel
```

The statement is the identity

(S⁻¹)_AA − (S_AA)⁻¹ = DᴴSD.

The right-hand side is the overlap matrix of the changes in the dual functions, because the columns of D are their coefficients.

To derive it, put K = (S_AA)⁻¹. Both S and S_AA are positive definite, so they are invertible, and their inverses are Hermitian. Therefore

SD = E − SEK,

Dᴴ = EᴴS⁻¹ − KEᴴ.

Multiplying the two gives four terms:

DᴴSD = EᴴS⁻¹E − EᴴS⁻¹SEK − KEᴴE + KEᴴSEK.

The first is (S⁻¹)_AA. Since S⁻¹S = 1 and EᴴE = 1, the second and third are each −K. The last is K S_AA K = K. The sum is (S⁻¹)_AA − K, as claimed.

The Lean proof follows the same order. `h1` and `h2` are the formulas for SD and Dᴴ, and `h3` is the product with its four terms. The `generalize` line introduces the letter K, the next `rw` contracts the terms, and `abel` does the final addition and cancellation.

```lean
/-- For a positive definite overlap matrix `S` and any index set `A`, the matrix
`(S⁻¹)_AA - (S_AA)⁻¹` is positive semidefinite. -/
theorem inverse_block_sub_posSemidef {S : Matrix n n ℂ} (hS : S.PosDef) (A : Finset n) :
    (subBlock S⁻¹ A - (subBlock S A)⁻¹).PosSemidef := by
  rw [excess_eq hS A]
  exact hS.posSemidef.conjTranspose_mul_mul_same _
```

This is the matrix inequality. `PosSemidef` means Hermitian with a nonnegative quadratic form. For any vector c on A, the identity just proved gives

cᴴ[(S⁻¹)_AA − (S_AA)⁻¹]c = (Dc)ᴴ S (Dc) ≥ 0.

The proof rewrites the difference as DᴴSD and uses the library fact that such a product is positive semidefinite whenever S is.

## Basis functions and their duals

```lean
/-- The overlap matrix `S_ij = ⟨χ_i, χ_j⟩` of a family of functions. -/
def overlap {m : Type*} (χ : m → H) : Matrix m m ℂ :=
  Matrix.of fun i j => inner ℂ (χ i) (χ j)
```

Here the matrix acquires its physical meaning: S_ij = ⟨χ_i, χ_j⟩ for a family of functions χ. The inner product `inner ℂ` is conjugate-linear in its first argument, as in Dirac notation. The functions need not be normalised. The index type, here called `m`, can be that of the full basis or that of the smaller one.

```lean
/-- The dual functions `∑ i, (S⁻¹)_ij χ_i` of a linearly independent family `χ` with overlap
matrix `S`. -/
def dualFn {m : Type*} [Fintype m] [DecidableEq m] (χ : m → H) (j : m) : H :=
  ∑ i, (overlap χ)⁻¹ i j • χ i
```

The dual function belonging to j, written d_j below, is

d_j = Σ_i (S⁻¹)_ij χ_i.

The definition takes the whole family `χ` as input, so the same χ_j can have different duals in different bases.

```lean
/-- The inner product of two expansions is the overlap matrix between their coefficients. -/
theorem inner_combination {m : Type*} [Fintype m] (χ : m → H) (x y : m → ℂ) :
    inner ℂ (∑ i, x i • χ i) (∑ j, y j • χ j) = star x ⬝ᵥ (overlap χ *ᵥ y) := by
  rw [sum_inner]
  refine Finset.sum_congr rfl fun i _ => ?_
  rw [inner_smul_left, inner_sum]
  change star (x i) * _ = star (x i) * ∑ j, inner ℂ (χ i) (χ j) * y j
  congr 1
  refine Finset.sum_congr rfl fun j _ => ?_
  rw [inner_smul_right, mul_comm]
```

For coefficient vectors x and y,

⟨Σ_i x_i χ_i, Σ_j y_j χ_j⟩ = Σ_ij x_i* S_ij y_j = xᴴSy.

The proof takes the sums and coefficients out of the inner product one side at a time. The coefficient from the left side comes out conjugated, which is the `star` in the code.

```lean
/-- Linearly independent functions have a positive definite overlap matrix. -/
theorem overlap_posDef {m : Type*} [Fintype m] {χ : m → H} (hχ : LinearIndependent ℂ χ) :
    (overlap χ).PosDef := by
  refine Matrix.posDef_iff_dotProduct_mulVec.mpr ⟨?_, ?_⟩
  · ext i j
    exact inner_conj_symm (χ i) (χ j)
  · intro x hx
    have hv : ∑ i, x i • χ i ≠ 0 := fun h =>
      hx (funext (Fintype.linearIndependent_iff.mp hχ x h))
    have hn : inner ℂ (∑ i, x i • χ i) (∑ i, x i • χ i)
        = ((‖∑ i, x i • χ i‖ ^ 2 : ℝ) : ℂ) :=
      (inner_self_eq_norm_sq_to_K _).trans (Complex.ofReal_pow ‖∑ i, x i • χ i‖ 2).symm
    rw [← inner_combination, hn]
    exact Complex.zero_lt_real.mpr (pow_pos (norm_pos_iff.mpr hv) 2)
```

Linear independence makes the overlap matrix positive definite. It is Hermitian because exchanging the arguments of an inner product conjugates it. If x is nonzero, linear independence makes Σ_i x_i χ_i nonzero (`hv`), and so

xᴴSx = ‖Σ_i x_i χ_i‖² > 0.

The line `hn` writes the inner product of this vector with itself as its squared norm, a real number regarded as a complex one.

```lean
/-- The dual functions of a linearly independent family are biorthogonal to it. -/
theorem inner_dualFn {χ : n → H} (hχ : LinearIndependent ℂ χ) (i j : n) :
    inner ℂ (χ i) (dualFn χ j) = if i = j then 1 else 0 := by
  have h := Matrix.mul_nonsing_inv (overlap χ) (overlap_posDef hχ).det_pos.ne'.isUnit
  rw [← Matrix.one_apply, ← h, Matrix.mul_apply, dualFn, inner_sum]
  refine Finset.sum_congr rfl fun k _ => ?_
  rw [inner_smul_right, mul_comm]
  rfl
```

This confirms that the d_j deserve their name:

⟨χ_i, d_j⟩ = Σ_k S_ik (S⁻¹)_kj = δ_ij.

The proof replaces δ_ij by the corresponding entry of SS⁻¹ and compares the two sums term by term.

```lean
/-- The dual functions of a linearly independent family have the inverse overlap matrix. -/
theorem overlap_dualFn {m : Type*} [Fintype m] [DecidableEq m] {χ : m → H}
    (hχ : LinearIndependent ℂ χ) : overlap (dualFn χ) = (overlap χ)⁻¹ := by
  have hS := overlap_posDef hχ
  have h : overlap (dualFn χ) = ((overlap χ)⁻¹)ᴴ * (overlap χ * (overlap χ)⁻¹) := by
    ext i j
    exact inner_combination χ (fun k => (overlap χ)⁻¹ k i) (fun k => (overlap χ)⁻¹ k j)
  rw [h, Matrix.mul_nonsing_inv _ hS.det_pos.ne'.isUnit, Matrix.mul_one,
    conjTranspose_nonsing_inv, hS.isHermitian.eq]
```

The overlap matrix of the dual functions is S⁻¹. Column j of S⁻¹ holds the coefficients of d_j, so the formula for inner products of combinations gives

⟨d_i, d_j⟩ = ((S⁻¹)ᴴ S S⁻¹)_ij = (S⁻¹)_ij,

where the last step uses SS⁻¹ = 1 and the Hermiticity of S⁻¹. In the proof, `h` is the first equality in matrix form, and the final `rw` carries out the simplification.

## Comparing the lengths

```lean
/-- Enlarging a basis from the functions in `A` to a linearly independent family `χ` never
shortens a combination, with fixed coefficients, of the dual functions belonging to `A`. -/
theorem norm_dual_combination_le {χ : n → H} (hχ : LinearIndependent ℂ χ) (A : Finset n)
    (c : A → ℂ) :
    ‖∑ a, c a • dualFn (fun b : A => χ b) a‖ ≤ ‖∑ a : A, c a • dualFn χ a‖ := by
  have hn : ∀ v : H, inner ℂ v v = ((‖v‖ ^ 2 : ℝ) : ℂ) := fun v =>
    (inner_self_eq_norm_sq_to_K v).trans (Complex.ofReal_pow ‖v‖ 2).symm
  have hA : LinearIndependent ℂ (fun b : A => χ b) := hχ.comp _ Subtype.val_injective
  have hsmall : overlap (dualFn fun b : A => χ b) = (subBlock (overlap χ) A)⁻¹ :=
    overlap_dualFn hA
  have hbig : overlap (fun a : A => dualFn χ a) = subBlock (overlap χ)⁻¹ A := by
    rw [← overlap_dualFn hχ]
    rfl
  -- both squared lengths are quadratic forms compared by the matrix inequality
  have h := (inverse_block_sub_posSemidef (overlap_posDef hχ) A).dotProduct_mulVec_nonneg c
  rw [Matrix.sub_mulVec, dotProduct_sub, sub_nonneg, ← hsmall, ← hbig,
    ← inner_combination, ← inner_combination, hn, hn] at h
  have h' := Complex.real_le_real.mp h
  by_contra hlt
  have hlt' := lt_of_not_ge hlt
  nlinarith [norm_nonneg (∑ a : A, c a • dualFn χ a)]

end

end InverseOverlap
```

The assumption `hχ` says that the full family is linearly independent. `A` selects the original functions, and `c` gives one complex coefficient for each of them. The expression `fun b : A => χ b` is the smaller basis, made of the same functions χ_b with b in A. Write d′_a for its dual functions, and d_a for those of the full basis. The theorem says

‖Σ_a c_a d′_a‖ ≤ ‖Σ_a c_a d_a‖,

with both sums over a in A. The coefficients are the same on the two sides; only the dual functions differ.

The smaller basis is itself linearly independent (`hA`), and its overlap matrix is S_AA. Its duals therefore have overlap matrix (S_AA)⁻¹, which is `hsmall`. The duals d_a with a in A have overlap matrix (S⁻¹)_AA, which is `hbig`. The squared lengths are then

‖Σ_a c_a d′_a‖² = cᴴ(S_AA)⁻¹c,

‖Σ_a c_a d_a‖² = cᴴ(S⁻¹)_AA c.

The matrix inequality, evaluated at c, says that the first is at most the second. This is `h`, and `h'` is the same inequality between real numbers.

It remains to pass from squares to lengths. The proof supposes the opposite (`by_contra`), namely that the combination in the full basis is strictly shorter. Lengths are nonnegative, so its square would also be strictly smaller, contradicting `h'`. The tactic `nlinarith` finds this contradiction.

The theorem gives no criterion for when the two lengths are equal, and no estimate of how much the length grows. It compares finite bases only, with the original functions left unchanged. To apply it to a particular set of orbitals, one must still establish that those orbitals, as elements of the space of wavefunctions, are linearly independent; here that is assumed.

```lean
#print axioms InverseOverlap.inner_dualFn
#print axioms InverseOverlap.norm_dual_combination_le
```

```
'InverseOverlap.inner_dualFn' depends on axioms: [propext, Classical.choice, Quot.sound]
'InverseOverlap.norm_dual_combination_le' depends on axioms: [propext, Classical.choice, Quot.sound]
```
